# A positive semidefinite stiffness lowers neither the ordered Hessian eigenvalues nor the quantum harmonic free energy of a stable system

## Hessians, modes and the free energy

A system vibrates about an energy minimum with mass-weighted Hessian \(H\), whose eigenvalues \(\lambda=\omega^2\) are squared angular frequencies. A harmonic restraint centred at this minimum adds a stiffness matrix \(K\), written in the same mass-weighted coordinates, so the Hessian becomes \(H+K\). What happens to the frequencies and to the free energy at fixed temperature \(T\)?

Matrices are real, with rows and columns labelled by a finite type `n` of coordinates. `⬝ᵥ` is the scalar product and `*ᵥ` applies a matrix to a displacement.

```lean
import Mathlib

open Matrix

namespace StiffeningRaisesModes

variable {n : Type*} [Fintype n] [DecidableEq n] {A B H K : Matrix n n ℝ}
```

The normal modes are orthonormal eigenvectors:

```lean
/-- The normalised displacement pattern of normal mode `i` of a real symmetric Hessian. -/
noncomputable def mode (hA : A.IsHermitian) (i : n) : n → ℝ :=
  (hA.eigenvectorBasis i).ofLp
```

With \(c=\hbar/(2kT)\), where \(k\) here is Boltzmann's constant, the free energy in units of \(kT\) is \(\sum_i\ln(2\sinh(c\sqrt{\lambda_i}))\). Thus `freeEnergy` is dimensionless, and it includes the zero-point energy.

```lean
/-- The quantum harmonic free energy in units of `kT`, the sum of `ln (2 sinh (c √λ))` over
the eigenvalues `λ` of the Hessian; it is meant for `c > 0` and a positive definite Hessian. -/
noncomputable def freeEnergy (c : ℝ) (hA : A.IsHermitian) : ℝ :=
  ∑ i, Real.log (2 * Real.sinh (c * √(hA.eigenvalues i)))
```

Mathlib lists the eigenvalues twice: `eigenvalues₀` is in decreasing order, numbered from 0, and `eigenvalues` carries the same values on the labels in `n`. The relabelling is the same for all matrices, so equal labels mean equal rank. Ranks are compared, not displacement patterns, which may change when \(K\) is added.

## Symmetric matrices: energies as sums over modes

Symmetry, `IsHermitian` for real matrices, says that the forces derive from a potential. Without it, eigenvalues can be complex and have no order: a plane rotation by 90° is an example.

Let \(A\) be symmetric with modes \(a_i\) and eigenvalues \(\alpha_i\). Orthonormality gives

\[x\cdot y=\sum_i(a_i\cdot x)(a_i\cdot y).\]

```lean
/-- The scalar product of two displacements is the sum of the products of their amplitudes
along the normal modes. -/
theorem dotProduct_eq_sum_modes (hA : A.IsHermitian) (x y : n → ℝ) :
    x ⬝ᵥ y = ∑ i, (mode hA i ⬝ᵥ x) * (mode hA i ⬝ᵥ y) := by
  have h := hA.eigenvectorBasis.sum_inner_mul_inner (WithLp.toLp 2 x) (WithLp.toLp 2 y)
  simp only [EuclideanSpace.inner_eq_star_dotProduct, star_trivial] at h
  calc x ⬝ᵥ y = y ⬝ᵥ x := dotProduct_comm x y
    _ = _ := h.symm
    _ = _ := Finset.sum_congr rfl fun i _ =>
      congrArg (fun t => (mode hA i ⬝ᵥ x) * t) (dotProduct_comm y (mode hA i))
```

Symmetry gives \(a_i\cdot Ax=(Aa_i)\cdot x=\alpha_i\,(a_i\cdot x)\). Setting \(y=Ax\) above yields

\[x\cdot Ax=\sum_i\alpha_i(a_i\cdot x)^2.\]

In the proof, `hm` is the eigenvalue equation and `ha` moves \(A\) across the scalar product.

```lean
/-- The quadratic form of a symmetric Hessian is a sum over normal modes, each contributing
its eigenvalue times its squared amplitude. -/
theorem form_eq_sum_modes (hA : A.IsHermitian) (x : n → ℝ) :
    x ⬝ᵥ A *ᵥ x = ∑ i, hA.eigenvalues i * (mode hA i ⬝ᵥ x) ^ 2 := by
  have hT : Aᵀ = A := (conjTranspose_eq_transpose_of_trivial A).symm.trans hA
  rw [dotProduct_eq_sum_modes hA]
  refine Finset.sum_congr rfl fun i _ => ?_
  -- the Hessian acts on a mode by its eigenvalue
  have hm : A *ᵥ mode hA i = hA.eigenvalues i • mode hA i := hA.mulVec_eigenvectorBasis i
  have ha : mode hA i ⬝ᵥ A *ᵥ x = hA.eigenvalues i * (mode hA i ⬝ᵥ x) := by
    rw [dotProduct_mulVec, ← mulVec_transpose, hT, hm, smul_dotProduct, smul_eq_mul]
  rw [ha]
  ring
```

## An inequality between two energies

Let \(B\) be a second symmetric matrix, with modes \(b_j\) and eigenvalues \(\beta_j\), and suppose that \(x\cdot Ax\le x\cdot Bx+s\,x\cdot x\) for every \(x\), with a fixed real \(s\). Number both spectra in decreasing order and fix a rank \(k\). Look for \(x\ne0\) with \(a_j\cdot x=0\) for \(j>k\) and \(b_j\cdot x=0\) for \(j<k\). For \(N\) coordinates these are \(N-1\) linear conditions, so such an \(x\) exists.

The Lean proof writes the conditions as rows of a square matrix. The row of rank \(k\) is zero, so the determinant vanishes and a nonzero solution follows.

```lean
/-- Given two families of vectors ranked by `r`, some nonzero displacement is orthogonal to all
vectors of the first family ranked after `i` and all of the second ranked before `i`. -/
theorem exists_trial_displacement {ι : Type*} [LinearOrder ι] (u v : n → n → ℝ)
    (r : n → ι) (i : n) :
    ∃ x : n → ℝ, x ≠ 0 ∧ (∀ j, r i < r j → u j ⬝ᵥ x = 0) ∧
      (∀ j, r j < r i → v j ⬝ᵥ x = 0) := by
  let M : Matrix n n ℝ :=
    Matrix.of fun j => if r i < r j then u j else if r j < r i then v j else 0
  -- row `i` imposes no condition, so the matrix of conditions is singular
  have hdet : M.det = 0 := Matrix.det_eq_zero_of_row_eq_zero i fun l => by simp [M]
  obtain ⟨x, hx, hMx⟩ := Matrix.exists_mulVec_eq_zero_iff.mpr hdet
  refine ⟨x, hx, fun j hj => ?_, fun j hj => ?_⟩
  · have h1 : M j ⬝ᵥ x = 0 := congrFun hMx j
    have h2 : M j = u j := by
      funext l
      simp [M, hj]
    rwa [h2] at h1
  · have h1 : M j ⬝ᵥ x = 0 := congrFun hMx j
    have h2 : M j = v j := by
      funext l
      simp [M, hj, not_lt_of_gt hj]
    rwa [h2] at h1
```

On this displacement,

\[\alpha_k\,x\cdot x\le\sum_{j\le k}\alpha_j(a_j\cdot x)^2=x\cdot Ax\le x\cdot Bx+s\,x\cdot x,\]
\[x\cdot Bx=\sum_{j\ge k}\beta_j(b_j\cdot x)^2\le\beta_k\,x\cdot x.\]

Dividing by \(x\cdot x>0\) gives \(\alpha_k\le\beta_k+s\). The steps `h1` and `h2` are the two mode estimates, and the last lines combine them and cancel the factor \(x\cdot x\), which is positive by `hpos`.

```lean
/-- Let `A` and `B` be symmetric. If the quadratic form of `A` exceeds that of `B` by at most `s`
times the squared length, then each eigenvalue of `A` exceeds the eigenvalue of `B` of the same
rank, in decreasing order, by at most `s`. -/
theorem eigenvalue_le_of_form_le (hA : A.IsHermitian) (hB : B.IsHermitian) (s : ℝ)
    (h : ∀ x : n → ℝ, x ⬝ᵥ A *ᵥ x ≤ x ⬝ᵥ B *ᵥ x + s * (x ⬝ᵥ x))
    (k : Fin (Fintype.card n)) : hA.eigenvalues₀ k ≤ hB.eigenvalues₀ k + s := by
  obtain ⟨e, he⟩ : ∃ e : Fin (Fintype.card n) ≃ n, ∀ (M : Matrix n n ℝ)
      (hM : M.IsHermitian) (j : n), hM.eigenvalues j = hM.eigenvalues₀ (e.symm j) :=
    ⟨Fintype.equivOfCardEq (Fintype.card_fin _), fun _ _ _ => rfl⟩
  obtain ⟨x, hx, hu, hv⟩ := exists_trial_displacement (mode hA) (mode hB) e.symm (e k)
  simp only [Equiv.symm_apply_apply] at hu hv
  have hpos : 0 < x ⬝ᵥ x :=
    lt_of_le_of_ne (Finset.sum_nonneg fun j _ => mul_self_nonneg (x j))
      fun h0 => hx (dotProduct_self_eq_zero.mp h0.symm)
  -- only the upper modes of `A` are present in the trial displacement
  have h1 : hA.eigenvalues₀ k * (x ⬝ᵥ x) ≤ x ⬝ᵥ A *ᵥ x := by
    rw [form_eq_sum_modes hA x, dotProduct_eq_sum_modes hA x x, Finset.mul_sum]
    refine Finset.sum_le_sum fun j _ => ?_
    rcases lt_or_ge k (e.symm j) with hj | hj
    · simp [hu j hj]
    · rw [he A hA j, sq]
      exact mul_le_mul_of_nonneg_right (hA.eigenvalues₀_antitone hj) (mul_self_nonneg _)
  -- only the lower modes of `B` are present in it
  have h2 : x ⬝ᵥ B *ᵥ x ≤ hB.eigenvalues₀ k * (x ⬝ᵥ x) := by
    rw [form_eq_sum_modes hB x, dotProduct_eq_sum_modes hB x x, Finset.mul_sum]
    refine Finset.sum_le_sum fun j _ => ?_
    rcases lt_or_ge (e.symm j) k with hj | hj
    · simp [hv j hj]
    · rw [he B hB j, sq]
      exact mul_le_mul_of_nonneg_right (hB.eigenvalues₀_antitone hj) (mul_self_nonneg _)
  refine le_of_mul_le_mul_right ?_ hpos
  linarith [h x]
```

## Positive semidefinite \(K\): no eigenvalue falls

`PosSemidef` means that \(K\) is symmetric and \(x\cdot Kx\ge0\): no displacement lowers the restraint energy. Then \(x\cdot Hx\le x\cdot(H+K)x\), and the comparison with \(s=0\) applies. \(H\) need only be symmetric, so saddle points are included. With no sign condition on \(K\) the claim fails: for \(H=(2)\), \(K=(-1)\) the eigenvalue drops to 1.

```lean
/-- Adding a positive semidefinite stiffness `K` to a symmetric Hessian `H` lowers none of the
eigenvalues, compared one by one in decreasing order. -/
theorem eigenvalue_le_add (hH : H.IsHermitian) (hK : K.PosSemidef)
    (k : Fin (Fintype.card n)) :
    hH.eigenvalues₀ k ≤ (hH.add hK.isHermitian).eigenvalues₀ k := by
  have h := eigenvalue_le_of_form_le hH (hH.add hK.isHermitian) 0 (fun x => by
    have hx := hK.dotProduct_mulVec_nonneg x
    rw [star_trivial] at hx
    rw [add_mulVec, dotProduct_add]
    linarith) k
  linarith
```

## Bounded \(K\): no eigenvalue rises by more than \(\kappa\)

The number \(\kappa\) bounds the restraint's curvature along every unit displacement. Now \(x\cdot(H+K)x\le x\cdot Hx+\kappa\,x\cdot x\), so the comparison runs the other way with \(s=\kappa\). Here \(K\) need only be symmetric. If \(\kappa\) is chosen too small the bound can fail, as \(K=(2)\), \(\kappa=1\) shows.

```lean
/-- If the quadratic form of a symmetric `K` is at most `κ` times the squared length, adding `K`
to a symmetric Hessian raises no ordered eigenvalue by more than `κ`. -/
theorem eigenvalue_add_le (hH : H.IsHermitian) (hK : K.IsHermitian) (κ : ℝ)
    (hκ : ∀ x : n → ℝ, x ⬝ᵥ K *ᵥ x ≤ κ * (x ⬝ᵥ x)) (k : Fin (Fintype.card n)) :
    (hH.add hK).eigenvalues₀ k ≤ hH.eigenvalues₀ k + κ :=
  eigenvalue_le_of_form_le (hH.add hK) hH κ (fun x => by
    rw [add_mulVec, dotProduct_add]
    linarith [hκ x]) k
```

## Positive \(c\) and positive definite \(H\): the free energy does not fall

The condition \(c>0\) stands for a finite positive temperature. Positive definiteness means that every displacement costs energy, so all \(\lambda_i>0\). For \(0<a<b\), the square root, multiplication by \(c\), \(\sinh\) and the logarithm each preserve strict order:

\[\ln(2\sinh(c\sqrt a))<\ln(2\sinh(c\sqrt b)).\]

At \(c=0\), infinite temperature, every logarithm would diverge.

```lean
/-- For `c > 0` the free energy `ln (2 sinh (c √a))` of a single mode increases strictly with
its positive eigenvalue `a`. -/
theorem modeFreeEnergy_lt {a b c : ℝ} (hc : 0 < c) (ha : 0 < a) (hab : a < b) :
    Real.log (2 * Real.sinh (c * √a)) < Real.log (2 * Real.sinh (c * √b)) := by
  have h0 : 0 < Real.sinh (c * √a) :=
    Real.sinh_pos_iff.mpr (mul_pos hc (Real.sqrt_pos.mpr ha))
  have h1 : Real.sinh (c * √a) < Real.sinh (c * √b) :=
    Real.sinh_lt_sinh.mpr (mul_lt_mul_of_pos_left (Real.sqrt_lt_sqrt ha.le hab) hc)
  exact Real.log_lt_log (by linarith) (by linarith)
```

Each eigenvalue of \(H+K\) is at least its partner in \(H\), so each term of the sum stays equal or grows. The proof splits into exactly these two cases.

If \(H\) is only positive semidefinite, a free mode has \(\ln 0\), which Lean sets to 0. The inequality then fails for \(H=(0)\) and a small positive \(K\), whose term is negative.

```lean
/-- For `c > 0`, adding a positive semidefinite stiffness to a positive definite Hessian does
not decrease the quantum harmonic free energy. -/
theorem freeEnergy_le_add {c : ℝ} (hc : 0 < c) (hH : H.PosDef) (hK : K.PosSemidef) :
    freeEnergy c hH.isHermitian ≤ freeEnergy c (hH.isHermitian.add hK.isHermitian) := by
  refine Finset.sum_le_sum fun i _ => ?_
  have hi : hH.isHermitian.eigenvalues i ≤
      (hH.isHermitian.add hK.isHermitian).eigenvalues i :=
    eigenvalue_le_add hH.isHermitian hK _
  rcases hi.eq_or_lt with h | h
  · rw [h]
  · exact (modeFreeEnergy_lt hc (hH.eigenvalues_pos i) h).le
```

## Nonzero \(K\): the free energy rises

With \(K=0\) nothing changes. If \(K\neq0\), some eigenvalue must rise. The total rise is

\[\operatorname{tr}(H+K)-\operatorname{tr}H=\operatorname{tr}K.\]

Were it zero, the nonnegative eigenvalues of \(K\) would all vanish, and so would \(K\). Hence at least one term increases strictly and none decreases. In Lean, `hex` is this trace argument by contradiction, and `Finset.sum_lt_sum` finishes.

```lean
/-- For `c > 0`, adding a nonzero positive semidefinite stiffness to a positive definite Hessian
strictly increases the quantum harmonic free energy. -/
theorem freeEnergy_lt_add {c : ℝ} (hc : 0 < c) (hH : H.PosDef) (hK : K.PosSemidef)
    (hK0 : K ≠ 0) :
    freeEnergy c hH.isHermitian < freeEnergy c (hH.isHermitian.add hK.isHermitian) := by
  have hS := hH.isHermitian.add hK.isHermitian
  have hle : ∀ i, hH.isHermitian.eigenvalues i ≤ hS.eigenvalues i := fun i =>
    eigenvalue_le_add hH.isHermitian hK _
  -- if no eigenvalue rose, the trace of `K` would vanish
  have hex : ∃ i, hH.isHermitian.eigenvalues i < hS.eigenvalues i := by
    by_contra hcon
    push Not at hcon
    have h1 : H.trace = ∑ i, hH.isHermitian.eigenvalues i := by
      simpa using hH.isHermitian.trace_eq_sum_eigenvalues
    have h2 : (H + K).trace = ∑ i, hS.eigenvalues i := hS.trace_eq_sum_eigenvalues
    have h3 : ∑ i, hH.isHermitian.eigenvalues i = ∑ i, hS.eigenvalues i :=
      Finset.sum_congr rfl fun i _ => le_antisymm (hle i) (hcon i)
    rw [trace_add] at h2
    exact hK0 (hK.trace_eq_zero_iff.mp (by linarith))
  obtain ⟨i, hi⟩ := hex
  refine Finset.sum_lt_sum (fun j _ => ?_)
    ⟨i, Finset.mem_univ i, modeFreeEnergy_lt hc (hH.eigenvalues_pos i) hi⟩
  rcases (hle j).eq_or_lt with h | h
  · rw [h]
  · exact (modeFreeEnergy_lt hc (hH.eigenvalues_pos j) h).le

end StiffeningRaisesModes
```

```lean
#print axioms StiffeningRaisesModes.eigenvalue_add_le
-- 'StiffeningRaisesModes.eigenvalue_add_le' depends on axioms: [propext, Classical.choice, Quot.sound]
#print axioms StiffeningRaisesModes.freeEnergy_le_add
-- 'StiffeningRaisesModes.freeEnergy_le_add' depends on axioms: [propext, Classical.choice, Quot.sound]
#print axioms StiffeningRaisesModes.freeEnergy_lt_add
-- 'StiffeningRaisesModes.freeEnergy_lt_add' depends on axioms: [propext, Classical.choice, Quot.sound]
```

## A distance restraint in a molecule

Restrain the distance \(r\) between atoms of masses \(m_1,m_2\) by \(\tfrac12 f(r-r_0)^2\), with \(f>0\) and \(r_0\) the distance at the minimum. Then \(K=f\,ww^{\mathsf T}\), where \(w\) is the mass-weighted gradient of \(r\), and \(\kappa=f(1/m_1+1/m_2)\) bounds the rise of every \(\omega^2\). One removes overall translations and rotations from both Hessians, diagonalises them, and multiplies the difference of the two values of `freeEnergy` by \(kT\) to get the free-energy cost of the restraint.

If all the remaining eigenvalues of \(H\) are positive, this cost is positive in the harmonic model, quantum effects included. The choice of \(r_0\) leaves the minimum in place; the approximation lies in treating both the molecular energy and the restraint energy as quadratic about it.

For a single mode with \(H=(a)\), \(K=(b)\) and \(a,b>0\), the cost in units of \(kT\) is

\[\ln\frac{\sinh(c\sqrt{a+b})}{\sinh(c\sqrt a)}.\]

As \(c\to0\) it tends to the classical value \(\tfrac12\ln(1+b/a)\).
